# Counting the levels of a Hermitian block matrix with its secular matrix

Take two orthonormal states with real energies $\alpha$ and $\delta$ and coupling $\beta$. For amplitudes $x,y$ and a real energy $E\neq\delta$, completing the square in the energy form of $H-E$ gives

$$(\alpha-E)|x|^2+2\,\mathrm{Re}(\bar x\beta y)+(\delta-E)|y|^2
= s\,|x|^2+(\delta-E)\left|y+\frac{\bar\beta x}{\delta-E}\right|^2,\qquad s=\alpha-E-\frac{|\beta|^2}{\delta-E}.$$

The change of variables is invertible, so it preserves the number of negative directions. That number counts the levels of $H$ below $E$: one if $\delta<E$, plus one if $s<0$. For $\alpha=\delta=0$, $\beta=1$, the levels are $\pm1$. At $E=1/2$ we have $\delta<E$ and $s=3/2$, so the count is one, as it should be.

## Blocks, levels and the secular matrix

The same argument works with matrices. The finite index types `m` and `n` label orthonormal bases of two mutually orthogonal subspaces.

```lean
import Mathlib

open Matrix

namespace KKRSecularCount

noncomputable section

variable {m n : Type*} [Fintype m] [DecidableEq m] [Fintype n] [DecidableEq n]
```

For a real list $d$, let $\nu(d)$ be its number of negative entries.

```lean
/-- The number of negative entries in a list of real numbers. -/
def negCount (d : n → ℝ) : ℕ := (Finset.univ.filter fun i => d i < 0).card
```

For a Hermitian matrix $X$, let $N_X(E)$ be the number of its eigenvalues strictly below $E$. Mathlib's eigenvalue list has one entry per basis index, so degenerate levels are counted with multiplicity.

```lean
/-- The number of eigenvalues of a Hermitian matrix below `E`, with multiplicity. -/
def levelsBelow {A : Matrix n n ℂ} (hA : A.IsHermitian) (E : ℝ) : ℕ :=
  (Finset.univ.filter fun i => hA.eigenvalues i < E).card
```

An energy window includes its lower end and excludes its upper end.

```lean
/-- The number of eigenvalues of a Hermitian matrix in `[E₁, E₂)`, with multiplicity. -/
def levelsIn {A : Matrix n n ℂ} (hA : A.IsHermitian) (E₁ E₂ : ℝ) : ℕ :=
  (Finset.univ.filter fun i => E₁ ≤ hA.eigenvalues i ∧ hA.eigenvalues i < E₂).card
```

The Hamiltonian is $H=\begin{pmatrix}A&B\\B^\dagger&D\end{pmatrix}$, where `Bᴴ` in Lean is $B^\dagger$.

```lean
/-- The Hamiltonian of two subspaces with blocks `A` and `D`, coupled by `B`. -/
def hamiltonian (A : Matrix m m ℂ) (B : Matrix m n ℂ) (D : Matrix n n ℂ) :
    Matrix (m ⊕ n) (m ⊕ n) ℂ := fromBlocks A B Bᴴ D
```

If $E$ is not an eigenvalue of $D$, eliminating the second subspace from $(H-E)\psi=0$ leaves the secular matrix

$$S(E)=A-E-B(D-E)^{-1}B^\dagger .$$

The namespace name recalls the KKR method, whose secular equation also asks for zeros of the determinant of an energy-dependent matrix. The KKR matrix is built from structure constants and phase shifts. The matrix $S(E)$ here is a different one, obtained from a finite block Hamiltonian, and the theorems below are about $S(E)$ only.

```lean
/-- The energy-dependent secular matrix `A - E - B (D - E)⁻¹ Bᴴ` of the first subspace. -/
def secular (A : Matrix m m ℂ) (B : Matrix m n ℂ) (D : Matrix n n ℂ) (E : ℝ) :
    Matrix m m ℂ := A - (E : ℂ) • 1 - B * (D - (E : ℂ) • 1)⁻¹ * Bᴴ
```

The matrix form of completing the square uses

$$G=\begin{pmatrix}1&0\\-(D-E)^{-1}B^\dagger&1\end{pmatrix}.$$

```lean
/-- The block-triangular matrix that adds to each state of the first subspace its
response `-(D - E)⁻¹ Bᴴ` in the second. -/
def dressing (B : Matrix m n ℂ) (D : Matrix n n ℂ) (E : ℝ) : Matrix (m ⊕ n) (m ⊕ n) ℂ :=
  fromBlocks 1 0 (-((D - (E : ℂ) • 1)⁻¹ * Bᴴ)) 1
```

## Real energies keep the matrices Hermitian

Since $E$ is real, $(X-E)^\dagger=X-E$ for Hermitian $X$.

```lean
omit [Fintype n] in
/-- A Hermitian matrix stays Hermitian when a real energy is subtracted. -/
theorem shift_isHermitian {A : Matrix n n ℂ} (hA : A.IsHermitian) (E : ℝ) :
    (A - (E : ℂ) • (1 : Matrix n n ℂ)).IsHermitian := by
  unfold Matrix.IsHermitian
  rw [conjTranspose_sub, hA.eq, conjTranspose_smul, conjTranspose_one]
  simp
```

The off-diagonal blocks of $H$ are adjoints of each other, so Hermitian $A$ and $D$ make $H$ Hermitian.

```lean
omit [Fintype m] [DecidableEq m] [Fintype n] [DecidableEq n] in
/-- The coupled Hamiltonian is Hermitian when its diagonal blocks are. -/
theorem hamiltonian_isHermitian {A : Matrix m m ℂ} (hA : A.IsHermitian) (B : Matrix m n ℂ)
    {D : Matrix n n ℂ} (hD : D.IsHermitian) : (hamiltonian A B D).IsHermitian :=
  Matrix.IsHermitian.fromBlocks hA rfl hD
```

Let $A$ and $D$ be Hermitian. Then $(D-E)^{-1}$ is Hermitian, and so is $B(D-E)^{-1}B^\dagger$. Hence $S(E)$ has real eigenvalues whose signs can be counted. Lean's inverse of a singular matrix is zero, which is why this statement needs no condition on $E$.

```lean
/-- The secular matrix is Hermitian at every real energy. -/
theorem secular_isHermitian {A : Matrix m m ℂ} (hA : A.IsHermitian) (B : Matrix m n ℂ)
    {D : Matrix n n ℂ} (hD : D.IsHermitian) (E : ℝ) : (secular A B D E).IsHermitian :=
  (shift_isHermitian hA E).sub
    (isHermitian_mul_mul_conjTranspose B (shift_isHermitian hD E).inv)
```

## A substitution cannot create negative directions

A real diagonal matrix has the energy form $y^\dagger\,\mathrm{diag}(f)\,y=\sum_i f_i|y_i|^2$.

```lean
private lemma diag_form (f : n → ℝ) (y : n → ℂ) :
    star y ⬝ᵥ (diagonal (fun i => (f i : ℂ)) *ᵥ y)
      = ((∑ i, f i * Complex.normSq (y i) : ℝ) : ℂ) := by
  simp only [dotProduct, mulVec_diagonal, Pi.star_apply, Complex.ofReal_sum,
    Complex.ofReal_mul]
  refine Finset.sum_congr rfl fun i _ => ?_
  rw [Complex.normSq_eq_conj_mul_self, Complex.star_def]
  ring
```

Suppose $\mathrm{diag}(d)=W^\dagger\mathrm{diag}(e)W$. Then, for every $x$,

$$\sum_i d_i|x_i|^2=\sum_j e_j|(Wx)_j|^2 .$$

Let $x$ be supported where $d_i<0$, and map it to the components $(Wx)_j$ with $e_j<0$. If these components vanish, the right side is non-negative while the left is non-positive. Both are then zero, every term $d_i|x_i|^2$ vanishes, and $x=0$. The map is therefore injective, and comparing dimensions gives $\nu(d)\le\nu(e)$. In the code, `pad` extends $x$ by zero, `f` is the map and `hinj` its injectivity.

```lean
/-- A diagonal energy form obtained from another by a linear substitution `W` has at most as
many negative entries. -/
theorem negCount_le {d : m → ℝ} {e : n → ℝ} (W : Matrix n m ℂ)
    (h : diagonal (fun i => (d i : ℂ)) = Wᴴ * diagonal (fun j => (e j : ℂ)) * W) :
    negCount d ≤ negCount e := by
  have quad (x : m → ℂ) : ∑ i, d i * Complex.normSq (x i)
      = ∑ j, e j * Complex.normSq ((W *ᵥ x) j) := by
    apply Complex.ofReal_injective
    rw [← diag_form, ← diag_form, h, star_mulVec, ← dotProduct_mulVec]
    simp only [Matrix.mulVec_mulVec, Matrix.mul_assoc]
  -- vectors supported on the negative entries of `d`
  let pad : ({i // d i < 0} → ℂ) →ₗ[ℂ] (m → ℂ) :=
    { toFun := fun x i => if h : d i < 0 then x ⟨i, h⟩ else 0
      map_add' := by intro x y; funext i; by_cases h : d i < 0 <;> simp [h]
      map_smul' := by intro c x; funext i; by_cases h : d i < 0 <;> simp [h] }
  have pad1 (x) (i) (hi : d i < 0) : pad x i = x ⟨i, hi⟩ := dif_pos hi
  have pad0 (x) (i) (hi : ¬ d i < 0) : pad x i = 0 := dif_neg hi
  let f : ({i // d i < 0} → ℂ) →ₗ[ℂ] ({j // e j < 0} → ℂ) :=
    (LinearMap.funLeft ℂ ℂ Subtype.val) ∘ₗ W.mulVecLin ∘ₗ pad
  have hinj : Function.Injective f := by
    rw [← LinearMap.ker_eq_bot, LinearMap.ker_eq_bot']
    intro x hx
    have hz (j) (hj : e j < 0) : (W *ᵥ pad x) j = 0 := congrFun hx ⟨j, hj⟩
    have hpos : 0 ≤ ∑ j, e j * Complex.normSq ((W *ᵥ pad x) j) := by
      refine Finset.sum_nonneg fun j _ => ?_
      by_cases hj : e j < 0
      · rw [hz j hj]; simp
      · exact mul_nonneg (not_lt.mp hj) (Complex.normSq_nonneg _)
    have hneg : ∀ i ∈ Finset.univ, d i * Complex.normSq (pad x i) ≤ 0 := by
      intro i _
      by_cases hi : d i < 0
      · exact mul_nonpos_of_nonpos_of_nonneg hi.le (Complex.normSq_nonneg _)
      · rw [pad0 x i hi]; simp
    have hsum := le_antisymm (Finset.sum_nonpos hneg) ((quad (pad x)).symm ▸ hpos)
    funext ⟨i, hi⟩
    have h0 := (Finset.sum_eq_zero_iff_of_nonpos hneg).mp hsum i (Finset.mem_univ i)
    rw [pad1 x i hi] at h0
    exact Complex.normSq_eq_zero.mp ((mul_eq_zero.mp h0).resolve_left hi.ne)
  have hc := LinearMap.finrank_le_finrank_of_injective hinj
  rw [Module.finrank_fintype_fun_eq_card, Module.finrank_fintype_fun_eq_card,
    Fintype.card_subtype, Fintype.card_subtype] at hc
  exact hc
```

Now let one matrix $X$ have two diagonal forms, $P^\dagger XP=\mathrm{diag}(d)$ and $Q^\dagger XQ=\mathrm{diag}(e)$, with $QQ'=1$. Setting $W=Q'P$ gives

$$W^\dagger(Q^\dagger XQ)W=P^\dagger XP,$$

so $\nu(d)\le\nu(e)$. If $P$ is invertible too, exchanging the roles gives equality, which is the part of Sylvester's law of inertia needed here.

```lean
private lemma negCount_le_of_diag {X P Q Q' : Matrix n n ℂ} {d e : n → ℝ} (hQ : Q * Q' = 1)
    (hd : Pᴴ * X * P = diagonal (fun i => (d i : ℂ)))
    (he : Qᴴ * X * Q = diagonal (fun i => (e i : ℂ))) : negCount d ≤ negCount e := by
  apply negCount_le (Q' * P)
  have h : (Q' * P)ᴴ * (Qᴴ * X * Q) * (Q' * P) = Pᴴ * (Q * Q')ᴴ * X * (Q * Q') * P := by
    simp only [conjTranspose_mul, Matrix.mul_assoc]
  rw [← he, h, hQ, conjTranspose_one, Matrix.mul_one, Matrix.mul_one, hd]
```

One such diagonal form comes from the eigenvectors. If the columns of the unitary $U$ are eigenvectors of $A$ with eigenvalues $\lambda_i$, then

$$U^\dagger(A-E)U=\mathrm{diag}(\lambda_i-E),$$

and its negative entries are the levels below $E$.

```lean
private lemma exists_diag {A : Matrix n n ℂ} (hA : A.IsHermitian) (E : ℝ) :
    ∃ (U : Matrix n n ℂ) (d : n → ℝ), U * Uᴴ = 1 ∧
      Uᴴ * (A - (E : ℂ) • 1) * U = diagonal (fun i => (d i : ℂ)) ∧
      levelsBelow hA E = negCount d := by
  obtain ⟨U, hU, hAU⟩ : ∃ U : Matrix n n ℂ, Uᴴ * U = 1 ∧
      A * U = U * diagonal (fun i => (hA.eigenvalues i : ℂ)) := by
    refine ⟨hA.eigenvectorUnitary, mem_unitaryGroup_iff'.mp hA.eigenvectorUnitary.2, ?_⟩
    ext i j
    have h := congrFun (hA.mulVec_eigenvectorBasis j) i
    rw [Matrix.mul_diagonal]
    simpa [Matrix.mul_apply, Matrix.mulVec, dotProduct,
      Matrix.IsHermitian.eigenvectorUnitary_apply, mul_comm] using h
  refine ⟨U, fun i => hA.eigenvalues i - E, mul_eq_one_comm.mp hU, ?_, ?_⟩
  · have h : Uᴴ * (A - (E : ℂ) • 1) * U = Uᴴ * (A * U) - (E : ℂ) • (Uᴴ * U) := by
      simp only [Matrix.mul_sub, Matrix.sub_mul, Matrix.mul_smul, Matrix.smul_mul,
        Matrix.mul_one, Matrix.mul_assoc]
    rw [h, hAU, ← Matrix.mul_assoc, hU, Matrix.one_mul]
    ext i j
    by_cases hij : i = j
    · subst hij; simp
    · simp [hij]
  · unfold levelsBelow negCount
    congr 1
    ext i
    simp
```

## Removing the coupling

The theorems assume that $E$ is not an eigenvalue of $D$: the isolated second subspace has no level at $E$, so its response $(D-E)^{-1}$ is finite. Equivalently, $\det(D-E)\neq0$.

```lean
private lemma notMem_spectrum_iff (A : Matrix n n ℂ) (E : ℝ) :
    (E : ℂ) ∉ spectrum ℂ A ↔ IsUnit (A - (E : ℂ) • (1 : Matrix n n ℂ)).det := by
  rw [spectrum.notMem_iff, Algebra.algebraMap_eq_smul_one,
    ← IsUnit.neg_iff ((E : ℂ) • (1 : Matrix n n ℂ) - A), neg_sub, isUnit_iff_isUnit_det]
```

Write $K=D-E$. Multiplying by $G$ on the right removes the lower coupling, and multiplying by $G^\dagger$ on the left removes the upper one:

$$(H-E)G=\begin{pmatrix}S(E)&B\\0&K\end{pmatrix},\qquad
G^\dagger(H-E)G=\begin{pmatrix}S(E)&0\\0&K\end{pmatrix}.$$

The cancellations are $KK^{-1}B^\dagger=B^\dagger$ and $BK^{-1}K=B$, which are `h1` and `h2` in the proof.

```lean
/-- If `D` is Hermitian and `E` is not an eigenvalue of `D`, the dressing removes the coupling: `Gᴴ
* (H - E) * G`, with `G` the dressing matrix, turns `H - E` into the secular matrix and `D - E` side
by side. -/
theorem dressing_decouples (A : Matrix m m ℂ) (B : Matrix m n ℂ) {D : Matrix n n ℂ}
    (hD : D.IsHermitian) {E : ℝ} (hE : (E : ℂ) ∉ spectrum ℂ D) :
    (dressing B D E)ᴴ * (hamiltonian A B D - (E : ℂ) • 1) * dressing B D E
      = fromBlocks (secular A B D E) 0 0 (D - (E : ℂ) • 1) := by
  have hu := (notMem_spectrum_iff D E).mp hE
  have hK := shift_isHermitian hD E
  have hX : hamiltonian A B D - (E : ℂ) • 1
      = fromBlocks (A - (E : ℂ) • 1) B Bᴴ (D - (E : ℂ) • 1) := by
    ext (i | i) (j | j) <;> simp [hamiltonian, Matrix.one_apply]
  rw [hX]
  unfold dressing secular
  generalize D - (E : ℂ) • (1 : Matrix n n ℂ) = K at hu hK ⊢
  have h1 : K * (K⁻¹ * Bᴴ) = Bᴴ := by
    rw [← Matrix.mul_assoc, mul_nonsing_inv K hu, Matrix.one_mul]
  have h2 : B * K⁻¹ * K = B := by
    rw [Matrix.mul_assoc, nonsing_inv_mul K hu, Matrix.mul_one]
  have h3 : (K⁻¹ * Bᴴ)ᴴ = B * K⁻¹ := by
    rw [conjTranspose_mul, conjTranspose_conjTranspose, hK.inv.eq]
  -- eliminate the lower coupling first, then the upper one
  rw [Matrix.mul_assoc, fromBlocks_multiply, fromBlocks_conjTranspose, fromBlocks_multiply]
  simp [h1, h2, h3, sub_eq_add_neg, Matrix.mul_assoc]
```

## The level count

Let $A$ and $D$ be Hermitian, and let unitary $V$ and $Z$ diagonalise $S(E)$ and $D-E$, with diagonal entries $v$ and $z$. Then $P=G(V\oplus Z)$ is invertible and

$$P^\dagger(H-E)P=\mathrm{diag}(v)\oplus\mathrm{diag}(z).$$

The eigenvectors of $H$ give a second diagonal form of $H-E$, with entries $u$. Comparing the two in both directions yields $\nu(u)=\nu(v)+\nu(z)$, that is,

$$N_H(E)=N_D(E)+N_{S(E)}(0).$$

In Lean, the last term is `levelsBelow` of the secular matrix at energy `0`. Because $G$ is invertible, passing from $H-E$ to $G^\dagger(H-E)G$ preserves the number of negative directions. For $B\neq0$ it is not unitary, and the eigenvalues themselves generally change.

```lean
/-- Level counting with the secular matrix: if `E` is not an eigenvalue of `D`, the eigenvalues
of `H` below `E` number those of `D` below `E` plus the negative eigenvalues of the secular
matrix at `E`, all with multiplicity. -/
theorem levelsBelow_hamiltonian {A : Matrix m m ℂ} (hA : A.IsHermitian) (B : Matrix m n ℂ)
    {D : Matrix n n ℂ} (hD : D.IsHermitian) {E : ℝ} (hE : (E : ℂ) ∉ spectrum ℂ D) :
    levelsBelow (hamiltonian_isHermitian hA B hD) E
      = levelsBelow hD E + levelsBelow (secular_isHermitian hA B hD E) 0 := by
  obtain ⟨U, u, hU, hUd, hUc⟩ := exists_diag (hamiltonian_isHermitian hA B hD) E
  obtain ⟨V, v, hV, hVd, hVc⟩ := exists_diag (secular_isHermitian hA B hD E) 0
  obtain ⟨Z, z, hZ, hZd, hZc⟩ := exists_diag hD E
  rw [Complex.ofReal_zero, zero_smul, sub_zero] at hVd
  -- diagonalise both decoupled blocks at once
  have hT : fromBlocks V 0 0 Z * fromBlocks Vᴴ 0 0 Zᴴ = 1 := by
    simp [fromBlocks_multiply, hV, hZ]
  have hG : dressing B D E * fromBlocks 1 0 ((D - (E : ℂ) • 1)⁻¹ * Bᴴ) 1 = 1 := by
    simp [dressing, fromBlocks_multiply]
  have hP : (dressing B D E * fromBlocks V 0 0 Z) *
      (fromBlocks Vᴴ 0 0 Zᴴ * fromBlocks 1 0 ((D - (E : ℂ) • 1)⁻¹ * Bᴴ) 1) = 1 := by
    rw [Matrix.mul_assoc, ← Matrix.mul_assoc (fromBlocks V 0 0 Z), hT, Matrix.one_mul, hG]
  have hPd : (dressing B D E * fromBlocks V 0 0 Z)ᴴ * (hamiltonian A B D - (E : ℂ) • 1) *
      (dressing B D E * fromBlocks V 0 0 Z)
      = diagonal (fun i => ((Sum.elim v z i : ℝ) : ℂ)) := by
    have h : (dressing B D E * fromBlocks V 0 0 Z)ᴴ * (hamiltonian A B D - (E : ℂ) • 1) *
        (dressing B D E * fromBlocks V 0 0 Z) = (fromBlocks V 0 0 Z)ᴴ *
        ((dressing B D E)ᴴ * (hamiltonian A B D - (E : ℂ) • 1) * dressing B D E) *
        fromBlocks V 0 0 Z := by
      simp only [conjTranspose_mul, Matrix.mul_assoc]
    have hg : diagonal (fun i => ((Sum.elim v z i : ℝ) : ℂ)) = fromBlocks
        (diagonal fun i => (v i : ℂ)) 0 0 (diagonal fun i => (z i : ℂ)) := by
      rw [fromBlocks_diagonal]
      congr 1
      funext i
      cases i <;> rfl
    rw [h, dressing_decouples A B hD hE, hg, ← hVd, ← hZd, fromBlocks_conjTranspose,
      fromBlocks_multiply, fromBlocks_multiply]
    simp
  -- the two diagonalisations of `H - E` have equally many negative entries
  have key : negCount u = negCount (Sum.elim v z) :=
    le_antisymm (negCount_le_of_diag hP hUd hPd) (negCount_le_of_diag hU hPd hUd)
  have hsplit : negCount (Sum.elim v z) = negCount v + negCount z := by
    simp only [negCount, Finset.card_filter]
    exact Fintype.sum_sum_type _
  rw [hUc, hVc, hZc, key, hsplit, add_comm]
```

## The secular equation

Since $\det G=1$, taking determinants of the decoupled form gives

$$\det(H-E)=\det(D-E)\,\det S(E).$$

Here $A$ need not be Hermitian.

```lean
/-- If `D` is Hermitian and `E` is not an eigenvalue of `D`, the determinant of `H - E` is that of
`D - E` times that of the secular matrix. -/
theorem det_hamiltonian (A : Matrix m m ℂ) (B : Matrix m n ℂ) {D : Matrix n n ℂ}
    (hD : D.IsHermitian) {E : ℝ} (hE : (E : ℂ) ∉ spectrum ℂ D) :
    (hamiltonian A B D - (E : ℂ) • 1).det
      = (D - (E : ℂ) • 1).det * (secular A B D E).det := by
  have hG : (dressing B D E).det = 1 := by
    rw [dressing, det_fromBlocks_zero₁₂, det_one, det_one, one_mul]
  have h := congrArg Matrix.det (dressing_decouples A B hD hE)
  rw [det_mul, det_mul, det_conjTranspose, hG, det_fromBlocks_zero₂₁, star_one, one_mul,
    mul_one] at h
  rw [h, mul_comm]
```

The first factor is non-zero by assumption, so $E$ is an eigenvalue of $H$ exactly when $\det S(E)=0$.

```lean
/-- Secular equation for Hermitian `D`: a real energy `E` that is not an eigenvalue of `D` is an
eigenvalue of `H` exactly when the determinant of the secular matrix vanishes at `E`. -/
theorem secular_equation (A : Matrix m m ℂ) (B : Matrix m n ℂ) {D : Matrix n n ℂ}
    (hD : D.IsHermitian) {E : ℝ} (hE : (E : ℂ) ∉ spectrum ℂ D) :
    (E : ℂ) ∈ spectrum ℂ (hamiltonian A B D) ↔ (secular A B D E).det = 0 := by
  have hu := ((notMem_spectrum_iff D E).mp hE).ne_zero
  rw [← not_iff_not, notMem_spectrum_iff, det_hamiltonian A B hD hE, isUnit_iff_ne_zero]
  exact ⟨fun h => right_ne_zero_of_mul h, fun h => mul_ne_zero hu h⟩
```

## Levels in an energy window

For $E_1\le E_2$, the levels below $E_2$ are those below $E_1$ together with those in $[E_1,E_2)$.

```lean
private lemma levelsBelow_add_levelsIn {A : Matrix n n ℂ} (hA : A.IsHermitian) {E₁ E₂ : ℝ}
    (h : E₁ ≤ E₂) : levelsBelow hA E₁ + levelsIn hA E₁ E₂ = levelsBelow hA E₂ := by
  simp only [levelsBelow, levelsIn, Finset.card_filter, ← Finset.sum_add_distrib]
  refine Finset.sum_congr rfl fun i _ => ?_
  rcases lt_or_ge (hA.eigenvalues i) E₁ with h1 | h1
  · simp [h1, h1.trans_le h, not_le.mpr h1]
  · simp [h1, not_lt.mpr h1]
```

Let $N_X[E_1,E_2)$ count the levels of $X$ in the window. Applying the level count at both ends gives

$$N_H[E_1,E_2)+N_{S(E_1)}(0)=N_D[E_1,E_2)+N_{S(E_2)}(0).$$

Only the two endpoints must avoid the spectrum of $D$; its levels may lie between them. For a finite Hermitian matrix in an orthonormal basis, this count can reveal levels that a search for sign changes of $\det S(E)$ misses, such as a doubly degenerate one.

```lean
/-- Levels in an energy window: the number of eigenvalues of `H` in `[E₁, E₂)` plus the negative
eigenvalues of the secular matrix at `E₁` equals the number of eigenvalues of `D` in the window
plus the negative eigenvalues of the secular matrix at `E₂`. -/
theorem levelsIn_hamiltonian {A : Matrix m m ℂ} (hA : A.IsHermitian) (B : Matrix m n ℂ)
    {D : Matrix n n ℂ} (hD : D.IsHermitian) {E₁ E₂ : ℝ} (h : E₁ ≤ E₂)
    (h₁ : (E₁ : ℂ) ∉ spectrum ℂ D) (h₂ : (E₂ : ℂ) ∉ spectrum ℂ D) :
    levelsIn (hamiltonian_isHermitian hA B hD) E₁ E₂
        + levelsBelow (secular_isHermitian hA B hD E₁) 0
      = levelsIn hD E₁ E₂ + levelsBelow (secular_isHermitian hA B hD E₂) 0 := by
  have a := levelsBelow_add_levelsIn (hamiltonian_isHermitian hA B hD) h
  have b := levelsBelow_add_levelsIn hD h
  have c := levelsBelow_hamiltonian hA B hD h₁
  have d := levelsBelow_hamiltonian hA B hD h₂
  omega

end

end KKRSecularCount
```

```lean
#print axioms KKRSecularCount.secular_isHermitian
#print axioms KKRSecularCount.secular_equation
#print axioms KKRSecularCount.levelsIn_hamiltonian
```

```
'KKRSecularCount.secular_isHermitian' depends on axioms: [propext, Classical.choice, Quot.sound]
'KKRSecularCount.secular_equation' depends on axioms: [propext, Classical.choice, Quot.sound]
'KKRSecularCount.levelsIn_hamiltonian' depends on axioms: [propext, Classical.choice, Quot.sound]
```
